# The energy form of a real orbital is the sum of the levels weighted by its squared coefficients in the eigenvectors

A real symmetric matrix `H` represents a one-particle Hamiltonian in a finite orthonormal basis, and an orbital is built from its orthonormal eigenvectors with real coefficients `c`. The declaration states that the orbital's energy form, its dot product with `H` applied to it, is the sum of the eigenvalues weighted by the squares of the coefficients, and that its squared norm is the sum of those squares. The orbital need not be normalised; when the squares sum to one, the energy form is the energy expectation value. The proof sets out to show that the eigenvector matrix U preserves dot products and that `H` times U equals U times the diagonal matrix of eigenvalues, and then to use both facts to reduce the claims to sums over levels.

An attempt in Lean 4 with a fault in it:

```lean
import Mathlib

open Matrix

namespace EnergyInLevels

variable {M L n : Type*} [Fintype M] [Fintype L] [Fintype n]
  [DecidableEq M] [DecidableEq L] [DecidableEq n]

/-- For an orbital expanded in the eigenvectors of a real symmetric `H`, the energy form is the
sum of the levels weighted by the squared coefficients, and the squared norm is the sum of
the squared coefficients. -/
theorem energy_in_levels {H : Matrix n n ℝ} (hH : H.IsHermitian) (c : n → ℝ) :
    ((hH.eigenvectorUnitary : Matrix n n ℝ) *ᵥ c) ⬝ᵥ
        H *ᵥ ((hH.eigenvectorUnitary : Matrix n n ℝ) *ᵥ c)
          = ∑ i, hH.eigenvalues i * c i ^ 2 ∧
    ((hH.eigenvectorUnitary : Matrix n n ℝ) *ᵥ c) ⬝ᵥ
        ((hH.eigenvectorUnitary : Matrix n n ℝ) *ᵥ c) = ∑ i, c i ^ 2 := by
  have hU : (hH.eigenvectorUnitary : Matrix n n ℝ)ᵀ * (hH.eigenvectorUnitary : Matrix n n ℝ)
      = 1 := by
    have h := mem_unitaryGroup_iff'.mp hH.eigenvectorUnitary.2
    rwa [star_eq_conjTranspose, conjTranspose_eq_transpose_of_trivial] at h
  have hHU : H * (hH.eigenvectorUnitary : Matrix n n ℝ)
      = (hH.eigenvectorUnitary : Matrix n n ℝ) * diagonal hH.eigenvalues := by
    ext i j
    have h := congrFun (hH.mulVec_eigenvectorBasis j) i
    simpa [Matrix.mul_apply, mulVec, dotProduct, mul_diagonal,
      hH.eigenvectorUnitary_apply, mul_comm] using h
  -- the change of basis preserves overlaps
  have iso : ∀ d : n → ℝ, ((hH.eigenvectorUnitary : Matrix n n ℝ) *ᵥ c) ⬝ᵥ
      ((hH.eigenvectorUnitary : Matrix n n ℝ) *ᵥ d) = c ⬝ᵥ d := by
    intro d
    rw [dotProduct_mulVec, ← mulVec_transpose, mulVec_mulVec, hU, one_mulVec]
  constructor
  · rw [mulVec_mulVec, hHU, ← mulVec_mulVec, iso]
    simp only [dotProduct, mulVec_diagonal]
    exact Finset.sum_congr rfl fun i _ => by ring
  · rw [iso]
    simp only [dotProduct]
    exact Finset.sum_congr rfl fun i _ => by ring

end EnergyInLevels
```

The error:

```
Main.lean:27:4: error: Type mismatch: After simplification, term
  h
 has type
  ∑ x, H i x * (hH.eigenvectorBasis j).ofLp x = hH.eigenvalues j * (hH.eigenvectorBasis j).ofLp i
but is expected to have type
  ∑ j_1, H i j_1 * (hH.eigenvectorBasis j).ofLp j_1 =
    ∑ j_1, diagonal hH.eigenvalues j_1 j * (hH.eigenvectorBasis j_1).ofLp i
```

What went wrong. The error is in the proof of `hHU`, the matrix form of the eigenvalue equation. After simplification, `h` has the single product of eigenvalue and eigenvector entry on its right side, while the goal still has a sum over entries of `diagonal hH.eigenvalues`. The left sides agree.

The `simpa` call was given both `Matrix.mul_apply` and `mul_diagonal`. The second lemma rewrites an entry of a product `M * diagonal d`, but `Matrix.mul_apply` had already expanded that entry into a sum, so the product `mul_diagonal` looks for was gone. The remaining simplifications did not collapse the sum.

The repair runs `rw [mul_diagonal]` first, while the product is intact, which turns the right side into one eigenvector entry times its eigenvalue. `simpa` then expands only the product on the left, and `mul_comm` takes care of the order of the factors, so the goal matches `h`. Removing `mul_diagonal` from the `simpa` list is mere tidying, since its work is already done.

The repair, with which the file compiles:

```diff
@@ -25,5 +25,6 @@
     ext i j
     have h := congrFun (hH.mulVec_eigenvectorBasis j) i
-    simpa [Matrix.mul_apply, mulVec, dotProduct, mul_diagonal,
+    rw [mul_diagonal]
+    simpa [Matrix.mul_apply, mulVec, dotProduct,
       hH.eigenvectorUnitary_apply, mul_comm] using h
   -- the change of basis preserves overlaps
```
